# The star-eigenvalue equation $H\star W_n=\hbar(n+\tfrac12)W_n$ for the Laguerre–Gaussian functions of the harmonic oscillator

To test a phase-space code on a harmonic mode, one can apply its discretised Moyal star product $\star$ with $H$ to the Wigner function of the $n$-th oscillator state and compare the output, point by point, with $\hbar(n+\tfrac12)$ times the input. The comparison rests on an exact identity, proved below for one degree of freedom with unit mass and frequency, $H=(q^2+p^2)/2$. Up to a constant factor, this Wigner function is $W_n=L_n(4H/\hbar)\,e^{-2H/\hbar}$, where $q$ and $p$ are position and momentum and $L_n$ is the $n$-th Laguerre polynomial.

## The oscillator and its star products

```lean
import Mathlib

open Polynomial

namespace MoyalOscillator

noncomputable section
```

The file loads the library Mathlib and opens its polynomial notation: `ℝ[X]` is the type of polynomials with real coefficients.

```lean
/-- The oscillator Hamiltonian `H = (q² + p²)/2` on phase space. -/
def oscH (q p : ℝ) : ℝ := (q ^ 2 + p ^ 2) / 2
```

`oscH` takes two real numbers and returns the energy $H(q,p)$.

```lean
/-- The Poisson bracket `{H, f} = q ∂f/∂p - p ∂f/∂q`. -/
def bracketH (f : ℝ → ℝ → ℂ) (q p : ℝ) : ℂ :=
  q * deriv (fun y => f q y) p - p * deriv (fun x => f x p) q
```

A phase-space function is a map `ℝ → ℝ → ℂ`, with $q$ as first argument and $p$ as second. A partial derivative is an ordinary derivative `deriv` with the other argument held fixed. The sign convention is $\{H,f\}=H_qf_p-H_pf_q=q f_p-p f_q$.

```lean
/-- The left Moyal product `H ⋆ f = H f + (iħ/2){H, f} - (ħ²/8)(f_qq + f_pp)`. -/
def starH (hbar : ℝ) (f : ℝ → ℝ → ℂ) (q p : ℝ) : ℂ :=
  oscH q p * f q p + Complex.I * hbar / 2 * bracketH f q p
    - hbar ^ 2 / 8 * (deriv (deriv (fun x => f x p)) q + deriv (deriv (fun y => f q y)) p)
```

This is
$$H\star f=Hf+\frac{i\hbar}{2}\{H,f\}-\frac{\hbar^2}{8}(f_{qq}+f_{pp}).$$
The Moyal series stops at second order because $H$ is quadratic. The file takes this expression as its definition and does not construct the star product of two general functions.

```lean
/-- The right Moyal product `f ⋆ H = H f - (iħ/2){H, f} - (ħ²/8)(f_qq + f_pp)`. -/
def starHRight (hbar : ℝ) (f : ℝ → ℝ → ℂ) (q p : ℝ) : ℂ :=
  oscH q p * f q p - Complex.I * hbar / 2 * bracketH f q p
    - hbar ^ 2 / 8 * (deriv (deriv (fun x => f x p)) q + deriv (deriv (fun y => f q y)) p)
```

With $H$ on the right, only the bracket changes sign.

## Laguerre polynomials times a Gaussian

```lean
/-- The energy profile `P(4h/ħ) exp(-2h/ħ)` for a polynomial `P`. -/
def profile (hbar : ℝ) (P : ℝ[X]) (h : ℝ) : ℝ :=
  P.eval (4 * h / hbar) * Real.exp (-2 * h / hbar)
```

For a polynomial $P$ and an energy $h$, the profile is $P(4h/\hbar)\,e^{-2h/\hbar}$. In the variable $x=4h/\hbar$ it reads $P(x)e^{-x/2}$.

```lean
/-- The phase-space function `P(4H/ħ) exp(-2H/ħ)`. -/
def phaseFun (hbar : ℝ) (P : ℝ[X]) (q p : ℝ) : ℂ := (profile hbar P (oscH q p) : ℝ)
```

`phaseFun` evaluates the profile at $h=H(q,p)$ and regards the real result as a complex number.

```lean
/-- The Laguerre polynomial `L_n(x) = ∑ₖ (-1)ᵏ (n choose k) xᵏ / k!`. -/
def laguerrePoly (n : ℕ) : ℝ[X] :=
  ∑ k ∈ Finset.range (n + 1), C ((-1) ^ k * (n.choose k : ℝ) / (k.factorial : ℝ)) * X ^ k
```

This is the explicit sum $L_n(x)=\sum_{k=0}^n(-1)^k\binom nk x^k/k!$. `Finset.range (n + 1)` is the set $0,\dots,n$.

```lean
/-- The function `W_n = L_n(4H/ħ) exp(-2H/ħ)`. -/
def wigner (hbar : ℝ) (n : ℕ) : ℝ → ℝ → ℂ := phaseFun hbar (laguerrePoly n)
```

The name `wigner` refers to the Wigner function of the $n$-th oscillator state, which is $\frac{(-1)^n}{\pi\hbar}W_n$ when normalised to unit phase-space integral. The file starts from the formula for $W_n$ and does not derive it from wavefunctions. A constant factor doesn't affect the eigenvalue equation.

```lean
/-- The Laguerre differential operator `P ↦ x P'' + (1 - x) P'`. -/
def laguerreOp (P : ℝ[X]) : ℝ[X] :=
  X * derivative (derivative P) + (1 - X) * derivative P
```

The operator sends $P$ to $xP''+(1-x)P'$. It acts on polynomials algebraically, without limits.

```lean
/-- The polynomial factor `(4/ħ) P' - (2/ħ) P` of the energy derivative of a profile. -/
def profileD (hbar : ℝ) (P : ℝ[X]) : ℝ[X] :=
  C (4 / hbar) * derivative P - C (2 / hbar) * P
```

By the product rule, the energy derivative of a profile is again a profile, with $P$ replaced by $\frac4\hbar P'-\frac2\hbar P$.

## Reduction to a function of the energy

```lean
lemma oscH_comm (q p : ℝ) : oscH q p = oscH p q := by
  unfold oscH; ring
```

The energy is symmetric under exchange of $q$ and $p$, so one coordinate's derivatives give the other's.

```lean
lemma hasDerivAt_oscH (x y : ℝ) : HasDerivAt (fun x => oscH x y) x x :=
  ((((hasDerivAt_id' x).fun_pow 2).add_const (y ^ 2)).div_const 2).congr_deriv (by simp)
```

`HasDerivAt f a x` says that $f$ is differentiable at $x$ with derivative $a$. Here $\partial H/\partial x=x$ along the first coordinate.

```lean
/-- On a function `g(H)` of the energy alone, both star products with `H` equal
`H g - (ħ²/4)(g' + H g'')`. -/
theorem star_radial (hbar : ℝ) (g g1 g2 : ℝ → ℝ) (hg : ∀ h, HasDerivAt g (g1 h) h)
    (hg1 : ∀ h, HasDerivAt g1 (g2 h) h) (q p : ℝ) :
    starH hbar (fun q p => ((g (oscH q p) : ℝ) : ℂ)) q p =
      ((oscH q p * g (oscH q p)
        - hbar ^ 2 / 4 * (g1 (oscH q p) + oscH q p * g2 (oscH q p)) : ℝ) : ℂ) ∧
    starHRight hbar (fun q p => ((g (oscH q p) : ℝ) : ℂ)) q p =
      ((oscH q p * g (oscH q p)
        - hbar ^ 2 / 4 * (g1 (oscH q p) + oscH q p * g2 (oscH q p)) : ℝ) : ℂ) := by
  -- chain rule, once and twice, along one coordinate
  have d1 : ∀ y : ℝ, deriv (fun x : ℝ => ((g (oscH x y) : ℝ) : ℂ)) =
      fun x : ℝ => ((g1 (oscH x y) * x : ℝ) : ℂ) := fun y => funext fun x =>
    (HasDerivAt.ofReal_comp ((hg (oscH x y)).comp x (hasDerivAt_oscH x y))).deriv
  have d2 : ∀ y : ℝ, deriv (fun x : ℝ => ((g1 (oscH x y) * x : ℝ) : ℂ)) =
      fun x : ℝ => ((g2 (oscH x y) * x * x + g1 (oscH x y) * 1 : ℝ) : ℂ) :=
    fun y => funext fun x => (HasDerivAt.ofReal_comp
      (((hg1 (oscH x y)).comp x (hasDerivAt_oscH x y)).fun_mul (hasDerivAt_id' x))).deriv
  -- the other coordinate follows from the symmetry of H
  have e : (fun y : ℝ => ((g (oscH q y) : ℝ) : ℂ)) = fun y : ℝ => ((g (oscH y q) : ℝ) : ℂ) := by
    funext y
    rw [oscH_comm]
  have hH : ((oscH q p : ℝ) : ℂ) = ((q : ℂ) ^ 2 + (p : ℂ) ^ 2) / 2 := by
    simp [oscH]
  simp only [starH, starHRight, bracketH]
  rw [e, d1 p, d1 q, d2 p, d2 q]
  simp only [oscH_comm p q]
  constructor <;>
  · push_cast
    linear_combination ((hbar : ℂ) ^ 2 / 4 * ((g2 (oscH q p) : ℝ) : ℂ)) * hH
```

The hypotheses say that $g$ has derivative $g_1$ and $g_1$ has derivative $g_2$ everywhere. For $f=g(H)$, the chain rule gives $f_q=qg'$ and $f_p=pg'$, so the bracket is $qp\,g'-pq\,g'=0$. The second derivatives are $f_{qq}=g'+q^2g''$ and $f_{pp}=g'+p^2g''$, with sum $2g'+2Hg''$. Hence
$$H\star f=f\star H=Hg-\frac{\hbar^2}{4}\,(g'+Hg'').$$

In the proof, `d1` and `d2` are the first and second chain-rule steps, and `e` exchanges the coordinates. The closing `linear_combination` uses $q^2+p^2=2H$.

The term $g'$ is lost if one differentiates only the factor $g'(H)$ the second time. For $g=e^{-2H/\hbar}$ the remaining terms cancel and the energy comes out as $0$; the lost term supplies the zero-point energy $\hbar/2$.

```lean
lemma hasDerivAt_profile (hbar : ℝ) (P : ℝ[X]) (h : ℝ) :
    HasDerivAt (profile hbar P) (profile hbar (profileD hbar P) h) h := by
  have a : HasDerivAt (fun h : ℝ => 4 * h / hbar) (4 / hbar) h :=
    (((hasDerivAt_id' h).const_mul (4 : ℝ)).div_const hbar).congr_deriv (by ring)
  have b : HasDerivAt (fun h : ℝ => -2 * h / hbar) (-2 / hbar) h :=
    (((hasDerivAt_id' h).const_mul (-2 : ℝ)).div_const hbar).congr_deriv (by ring)
  have c := ((P.hasDerivAt (4 * h / hbar)).comp h a).fun_mul b.exp
  refine c.congr_deriv ?_
  simp only [profile, profileD, eval_sub, eval_mul, eval_C, Function.comp_apply]
  ring
```

This proves the derivative rule announced by `profileD`: `a` and `b` differentiate the two inner functions $4h/\hbar$ and $-2h/\hbar$, and `c` combines them by the chain and product rules.

```lean
/-- Both star products of `H` with `P(4H/ħ) exp(-2H/ħ)` replace `P` by
`ħ (P/2 - x P'' - (1 - x) P')`. -/
theorem star_phaseFun {hbar : ℝ} (hb : hbar ≠ 0) (P : ℝ[X]) (q p : ℝ) :
    starH hbar (phaseFun hbar P) q p =
      ((hbar * profile hbar (C (1 / 2) * P - laguerreOp P) (oscH q p) : ℝ) : ℂ) ∧
    starHRight hbar (phaseFun hbar P) q p =
      ((hbar * profile hbar (C (1 / 2) * P - laguerreOp P) (oscH q p) : ℝ) : ℂ) := by
  have key : ∀ h : ℝ, h * profile hbar P h - hbar ^ 2 / 4 * (profile hbar (profileD hbar P) h
      + h * profile hbar (profileD hbar (profileD hbar P)) h) =
      hbar * profile hbar (C (1 / 2) * P - laguerreOp P) h := by
    intro h
    simp only [profile, profileD, laguerreOp, derivative_sub, derivative_C_mul, eval_sub,
      eval_add, eval_mul, eval_C, eval_X, eval_one]
    generalize Real.exp (-2 * h / hbar) = E
    generalize eval (4 * h / hbar) (derivative (derivative P)) = c
    generalize eval (4 * h / hbar) (derivative P) = b
    generalize eval (4 * h / hbar) P = a
    field_simp
    ring
  have r := star_radial hbar _ _ _ (hasDerivAt_profile hbar P)
    (hasDerivAt_profile hbar (profileD hbar P)) q p
  rw [key] at r
  exact r
```

The theorem assumes $\hbar\neq0$. Put $h=\hbar x/4$ and $g=P(x)e^{-x/2}$. Then
$$g'=\frac4\hbar\Big(P'-\frac P2\Big)e^{-x/2},\qquad g''=\frac{16}{\hbar^2}\Big(P''-P'+\frac P4\Big)e^{-x/2},$$
where primes on $g$ are derivatives in $h$ and primes on $P$ are derivatives in $x$. Substituting in the radial formula gives
$$\hbar\Big[\frac{xP}{4}-P'+\frac P2-xP''+xP'-\frac{xP}{4}\Big]e^{-x/2}
=\hbar\Big[\frac P2-xP''-(1-x)P'\Big]e^{-x/2}.$$
The potentially troublesome terms $xP/4$ cancel because the exponent is exactly $-x/2$.

The step `key` is this calculation. The `generalize` lines replace the exponential and the values of $P,P',P''$ by plain letters, after which `field_simp` clears denominators and `ring` checks the algebra.

## Laguerre's equation by coefficients

```lean
lemma coeff_laguerreOp (P : ℝ[X]) (k : ℕ) :
    (laguerreOp P).coeff k = ((k : ℝ) + 1) ^ 2 * P.coeff (k + 1) - k * P.coeff k := by
  cases k with
  | zero => simp [laguerreOp, sub_mul, coeff_derivative]
  | succ k =>
    simp only [laguerreOp, sub_mul, one_mul, coeff_add, coeff_sub, coeff_X_mul, coeff_derivative]
    push_cast
    ring
```

Write $P=\sum_k a_kx^k$. The coefficient of $x^k$ in $xP''+(1-x)P'$ is
$$k(k+1)a_{k+1}+(k+1)a_{k+1}-ka_k=(k+1)^2a_{k+1}-ka_k.$$
Lean treats $k=0$ separately, since multiplication by $x$ contributes nothing to the constant term.

```lean
lemma coeff_laguerrePoly (n k : ℕ) :
    (laguerrePoly n).coeff k = (-1) ^ k * (n.choose k : ℝ) / (k.factorial : ℝ) := by
  simp only [laguerrePoly, Polynomial.finsetSum_coeff, coeff_C_mul_X_pow]
  rw [Finset.sum_ite_eq]
  split_ifs with h
  · rfl
  · have hk : n < k := by
      rw [Finset.mem_range] at h
      omega
    simp [Nat.choose_eq_zero_of_lt hk]
```

The coefficient of $x^k$ in $L_n$ is $a_k=(-1)^k\binom nk/k!$. For $k>n$ the binomial coefficient vanishes, so the formula holds for every $k$.

```lean
/-- Laguerre's equation `x L_n'' + (1 - x) L_n' = -n L_n`. -/
theorem laguerre_equation (n : ℕ) :
    laguerreOp (laguerrePoly n) = C (-(n : ℝ)) * laguerrePoly n := by
  ext k
  rw [coeff_laguerreOp, coeff_C_mul, coeff_laguerrePoly, coeff_laguerrePoly]
  -- ratio of neighbouring binomial coefficients
  have key : (n.choose (k + 1) : ℝ) * (k + 1) = n.choose k * ((n : ℝ) - k) := by
    rcases le_or_gt k n with h | h
    · have h2 := congrArg (fun m : ℕ => (m : ℝ)) (Nat.choose_succ_right_eq n k)
      push_cast [Nat.cast_sub h] at h2
      exact h2
    · simp [Nat.choose_eq_zero_of_lt h, Nat.choose_eq_zero_of_lt (show n < k + 1 by omega)]
  have hf : (k.factorial : ℝ) ≠ 0 := by exact_mod_cast k.factorial_ne_zero
  have hk : (k : ℝ) + 1 ≠ 0 := by positivity
  have e : ((k : ℝ) + 1) ^ 2 * ((-1) ^ (k + 1) * (n.choose (k + 1) : ℝ)
      / ((k + 1).factorial : ℝ)) =
      -(-1) ^ k * ((n.choose (k + 1) : ℝ) * (k + 1)) / (k.factorial : ℝ) := by
    rw [Nat.factorial_succ, pow_succ (-1 : ℝ) k]
    push_cast
    rw [mul_div_assoc', div_eq_div_iff (mul_ne_zero hk hf) hf]
    ring
  rw [e, key]
  ring
```

From $(k+1)\binom n{k+1}=(n-k)\binom nk$ one gets
$$(k+1)^2a_{k+1}=-(-1)^k\frac{(k+1)\binom n{k+1}}{k!}=-(n-k)a_k.$$
Subtracting $ka_k$ leaves $-na_k$, which is Laguerre's equation $xL_n''+(1-x)L_n'=-nL_n$.

The tactic `ext k` reduces equality of polynomials to equality of coefficients. The binomial relation is `key`, and `e` handles the factorials.

## The eigenvalue equation

```lean
/-- For every `n`, `H ⋆ W_n = ħ(n + 1/2) W_n` and `W_n ⋆ H = ħ(n + 1/2) W_n`
at every point of phase space. -/
theorem star_wigner {hbar : ℝ} (hb : 0 < hbar) (n : ℕ) (q p : ℝ) :
    starH hbar (wigner hbar n) q p = hbar * (n + 1 / 2) * wigner hbar n q p ∧
    starHRight hbar (wigner hbar n) q p = hbar * (n + 1 / 2) * wigner hbar n q p := by
  have r := star_phaseFun hb.ne' (laguerrePoly n) q p
  have e : hbar * profile hbar (C (1 / 2) * laguerrePoly n - laguerreOp (laguerrePoly n))
      (oscH q p) = hbar * (n + 1 / 2) * profile hbar (laguerrePoly n) (oscH q p) := by
    rw [laguerre_equation]
    simp only [profile, eval_sub, eval_mul, eval_C]
    ring
  have c : ((hbar * (n + 1 / 2) * profile hbar (laguerrePoly n) (oscH q p) : ℝ) : ℂ) =
      hbar * (n + 1 / 2) * wigner hbar n q p := by
    simp only [wigner, phaseFun]
    push_cast
    ring
  rw [e, c] at r
  exact r
```

For every $\hbar>0$, every $n=0,1,2,\dots$ and every point $(q,p)$, both products equal $\hbar(n+\tfrac12)W_n$. The symbol `∧` means "and". With $P=L_n$, the expression $\frac P2-xP''-(1-x)P'$ becomes $\tfrac12L_n+nL_n$, and the factor $\hbar$ completes the eigenvalue. In the proof, `e` makes this substitution and `c` passes from real to complex numbers.

Since the two products agree, $H\star W_n-W_n\star H=0$: under this oscillator Hamiltonian $W_n$ is stationary. The Poisson-bracket term vanishes on $W_n$, so the comparison described at the start does not test the sign or prefactor of that term in a code.

```lean
/-- Each `W_n` takes the value `1` at the origin of phase space. -/
theorem wigner_origin (hbar : ℝ) (n : ℕ) : wigner hbar n 0 0 = 1 := by
  have h : (laguerrePoly n).eval 0 = 1 := by
    rw [← coeff_zero_eq_eval_zero, coeff_laguerrePoly]
    simp
  simp [wigner, phaseFun, profile, oscH, h]
```

At the origin $H=0$, $L_n(0)=1$ and the exponential is $1$. Thus $W_n$ is not the zero function, for which the eigenvalue equation would be empty. The normalised Wigner function has the value $(-1)^n/(\pi\hbar)$ there. The theorem has no condition on $\hbar$ because Lean sets division by zero to zero; its physical content is the case $\hbar>0$.

## Which energies a polynomial factor allows

```lean
/-- If `P(4H/ħ) exp(-2H/ħ)`, with `P` a nonzero real polynomial, solves `H ⋆ f = E f` for a
real `E`, then `E = ħ(deg P + 1/2)`. -/
theorem energy_quantized {hbar : ℝ} (hb : 0 < hbar) {P : ℝ[X]} (hP : P ≠ 0) (E : ℝ)
    (h : ∀ q p, starH hbar (phaseFun hbar P) q p = E * phaseFun hbar P q p) :
    E = hbar * (P.natDegree + 1 / 2) := by
  -- the star equation is a polynomial identity in x = 4H/ħ ≥ 0
  have hR : C hbar * (C (1 / 2) * P - laguerreOp P) - C E * P = 0 := by
    refine eq_zero_of_infinite_isRoot _ ((Set.Ici_infinite (0 : ℝ)).mono ?_)
    intro x hx
    have hx0 : (0 : ℝ) ≤ x := hx
    have hH : oscH (Real.sqrt (hbar * x / 2)) 0 = hbar * x / 4 := by
      unfold oscH
      rw [Real.sq_sqrt (by positivity)]
      ring
    have s := h (Real.sqrt (hbar * x / 2)) 0
    rw [(star_phaseFun hb.ne' P _ _).1, phaseFun, hH, ← Complex.ofReal_mul] at s
    have s' := Complex.ofReal_injective s
    have hx4 : 4 * (hbar * x / 4) / hbar = x := by
      field_simp
    simp only [profile, hx4] at s'
    have t := mul_right_cancel₀ (Real.exp_ne_zero (-2 * (hbar * x / 4) / hbar))
      ((mul_assoc _ _ _).trans (s'.trans (mul_assoc _ _ _).symm))
    change eval x _ = 0
    rw [eval_sub, eval_mul, eval_mul, eval_C, eval_C]
    exact sub_eq_zero.mpr t
  -- compare leading coefficients
  have hc := congrArg (fun R : ℝ[X] => R.coeff P.natDegree) hR
  simp only [coeff_sub, coeff_C_mul, coeff_laguerreOp, coeff_zero,
    coeff_eq_zero_of_natDegree_lt (Nat.lt_succ_self P.natDegree)] at hc
  have hl : P.coeff P.natDegree ≠ 0 := leadingCoeff_ne_zero.mpr hP
  apply mul_right_cancel₀ hl
  linear_combination -hc

end

end MoyalOscillator
```

Suppose that $P$ is a nonzero real polynomial and that $f=P(4H/\hbar)e^{-2H/\hbar}$ satisfies $H\star f=Ef$ everywhere, with $E$ real. Then $E=\hbar(d+\tfrac12)$, where $d=\deg P$ is `P.natDegree`.

For any $x\ge0$, the point $q=\sqrt{\hbar x/2}$, $p=0$ has energy $H=\hbar x/4$. Evaluating the equation there and cancelling the exponential gives
$$\hbar\Big[\frac P2-xP''-(1-x)P'\Big]=EP .$$
The difference of the two sides is a polynomial with infinitely many zeros, so it vanishes identically; this is `hR`. Its coefficient at $x^d$, called `hc`, contains no $a_{d+1}$ and reads
$$\hbar\Big(\frac12+d\Big)a_d=Ea_d .$$
As $P\neq0$, the leading coefficient $a_d$ is nonzero and can be cancelled.

The polynomial factor is an assumption. Physically it stands in for decay at large energy, and the file does not derive it from normalisability. Without it the conclusion fails: $g=e^{+2H/\hbar}$ has $g'=\frac2\hbar g$ and $g''=\frac4{\hbar^2}g$, so
$$H\star g=Hg-\frac\hbar2g-Hg=-\frac\hbar2\,g .$$
This function solves the equation at a negative energy, but it grows without bound and represents no state. The theorem also leaves aside functions that depend on the phase-space angle.

```lean
#print axioms MoyalOscillator.laguerre_equation
-- 'MoyalOscillator.laguerre_equation' depends on axioms: [propext, Classical.choice, Quot.sound]
#print axioms MoyalOscillator.star_wigner
-- 'MoyalOscillator.star_wigner' depends on axioms: [propext, Classical.choice, Quot.sound]
#print axioms MoyalOscillator.wigner_origin
-- 'MoyalOscillator.wigner_origin' depends on axioms: [propext, Classical.choice, Quot.sound]
#print axioms MoyalOscillator.energy_quantized
-- 'MoyalOscillator.energy_quantized' depends on axioms: [propext, Classical.choice, Quot.sound]
```
